# The parallel g shift of a two-orbital superoxide model stays below 2

In a model of superoxide with one pair of π* orbitals, spin-orbit coupling L > 0 and crystal-field splitting D > 0, the parallel g shift is exactly 2L/√(L² + D²), which is strictly less than 2 and strictly less than the perturbative value 2L/D. As D tends to zero from above at fixed L, the exact shift tends to 2 while the perturbative value diverges.

```lean
import Mathlib

open Matrix Filter Topology

namespace SuperoxideGShift

noncomputable section

/-- The Pauli matrix `σ_z`, the orbital angular momentum within the pair of π* orbitals. -/
def pauliZ : Matrix (Fin 2) (Fin 2) ℝ := !![1, 0; 0, -1]

/-- The Pauli matrix `σ_x`, which mixes the two orbital angular momentum states. -/
def pauliX : Matrix (Fin 2) (Fin 2) ℝ := !![0, 1; 1, 0]

/-- The orbital Hamiltonian for spin sign `s`, with spin-orbit coupling `L`, crystal-field
splitting `D` and orbital Zeeman energy `B`. -/
def ham (L D s B : ℝ) : Matrix (Fin 2) (Fin 2) ℝ :=
  (s * L / 2 + B) • pauliZ + (D / 2) • pauliX

/-- The energy levels of a real two-state Hamiltonian: its eigenvalues. -/
def levels (A : Matrix (Fin 2) (Fin 2) ℝ) : Set ℝ :=
  {E | ∃ v : Fin 2 → ℝ, v ≠ 0 ∧ A *ᵥ v = E • v}

/-- The upper energy level of a two-state Hamiltonian. -/
def upperLevel (A : Matrix (Fin 2) (Fin 2) ℝ) : ℝ := sSup (levels A)

/-- The parallel g shift: the difference between the zero-field slopes of the upper levels
for the two spin signs. -/
def gShift (L D : ℝ) : ℝ :=
  deriv (fun B => upperLevel (ham L D 1 B)) 0 - deriv (fun B => upperLevel (ham L D (-1) B)) 0

/-- The action of the Hamiltonian on a two-component orbital state. -/
theorem ham_mulVec (L D s B : ℝ) (v : Fin 2 → ℝ) :
    ham L D s B *ᵥ v =
      ![(s * L / 2 + B) * v 0 + D / 2 * v 1, D / 2 * v 0 - (s * L / 2 + B) * v 1] := by
  ext i
  fin_cases i <;>
    simp [ham, pauliZ, pauliX, Matrix.mulVec, dotProduct, Fin.sum_univ_two]
  ring

/-- The energy levels are exactly the solutions of `E² = (sL/2 + B)² + (D/2)²`. -/
theorem mem_levels_iff {L D s B E : ℝ} (hD : 0 < D) :
    E ∈ levels (ham L D s B) ↔ E ^ 2 = (s * L / 2 + B) ^ 2 + (D / 2) ^ 2 := by
  constructor
  · rintro ⟨v, hv, h⟩
    rw [ham_mulVec] at h
    have h0 : (s * L / 2 + B) * v 0 + D / 2 * v 1 = E * v 0 := congrFun h 0
    have h1 : D / 2 * v 0 - (s * L / 2 + B) * v 1 = E * v 1 := congrFun h 1
    by_contra hne
    have hne' := sub_ne_zero.mpr hne
    -- applying the Hamiltonian twice multiplies each component by the same number
    have k0 : (E ^ 2 - ((s * L / 2 + B) ^ 2 + (D / 2) ^ 2)) * v 0 = 0 := by
      linear_combination (-(E + (s * L / 2 + B))) * h0 - D / 2 * h1
    have k1 : (E ^ 2 - ((s * L / 2 + B) ^ 2 + (D / 2) ^ 2)) * v 1 = 0 := by
      linear_combination (-(D / 2)) * h0 + ((s * L / 2 + B) - E) * h1
    apply hv
    ext i
    fin_cases i
    · exact (mul_eq_zero.mp k0).resolve_left hne'
    · exact (mul_eq_zero.mp k1).resolve_left hne'
  · intro h
    refine ⟨![D / 2, E - (s * L / 2 + B)], ?_, ?_⟩
    · intro h0
      have h1 : D / 2 = 0 := congrFun h0 0
      linarith
    · rw [ham_mulVec]
      ext i
      fin_cases i
      · change (s * L / 2 + B) * (D / 2) + D / 2 * (E - (s * L / 2 + B)) = E * (D / 2)
        ring
      · change D / 2 * (D / 2) - (s * L / 2 + B) * (E - (s * L / 2 + B))
          = E * (E - (s * L / 2 + B))
        linear_combination -h

/-- The positive root `√((sL/2 + B)² + (D/2)²)` is the greatest energy level. -/
theorem isGreatest_levels {L D : ℝ} (hD : 0 < D) (s B : ℝ) :
    IsGreatest (levels (ham L D s B)) (√((s * L / 2 + B) ^ 2 + (D / 2) ^ 2)) := by
  constructor
  · rw [mem_levels_iff hD]
    exact Real.sq_sqrt (by positivity)
  · intro E hE
    rw [mem_levels_iff hD] at hE
    exact (le_abs_self E).trans (Real.abs_le_sqrt hE.le)

/-- At zero field the upper level for spin sign `s = ±1` has slope `sL/√(L² + D²)`. -/
theorem hasDerivAt_upperLevel {L D s : ℝ} (hD : 0 < D) (hs : s ^ 2 = 1) :
    HasDerivAt (fun B => upperLevel (ham L D s B)) (s * L / √(L ^ 2 + D ^ 2)) 0 := by
  have hfun : (fun B => upperLevel (ham L D s B)) =
      fun B => √((s * L / 2 + B) ^ 2 + (D / 2) ^ 2) :=
    funext fun B => (isGreatest_levels hD s B).csSup_eq
  rw [hfun]
  have h1 : HasDerivAt (fun B : ℝ => (s * L / 2 + B) ^ 2 + (D / 2) ^ 2)
      (2 * (s * L / 2 + 0)) 0 :=
    ((((hasDerivAt_id' (0 : ℝ)).const_add (s * L / 2)).fun_pow 2).add_const
      ((D / 2) ^ 2)).congr_deriv (by norm_num)
  have hpos : (s * L / 2 + 0) ^ 2 + (D / 2) ^ 2 ≠ 0 := by positivity
  -- the zero-field energy is half of √(L² + D²)
  have hroot : √((s * L / 2 + 0) ^ 2 + (D / 2) ^ 2) = √(L ^ 2 + D ^ 2) / 2 := by
    have h : (s * L / 2 + 0) ^ 2 + (D / 2) ^ 2 = (L ^ 2 + D ^ 2) / 2 ^ 2 := by
      linear_combination (L ^ 2 / 4) * hs
    rw [h, Real.sqrt_div (by positivity), Real.sqrt_sq (by norm_num)]
  refine (h1.sqrt hpos).congr_deriv ?_
  rw [hroot]
  have hR : √(L ^ 2 + D ^ 2) ≠ 0 := (Real.sqrt_pos.mpr (by positivity)).ne'
  generalize √(L ^ 2 + D ^ 2) = R at hR
  field_simp
  try ring

/-- The parallel g shift equals `2L/√(L² + D²)`. -/
theorem gShift_eq (L : ℝ) {D : ℝ} (hD : 0 < D) :
    gShift L D = 2 * L / √(L ^ 2 + D ^ 2) := by
  unfold gShift
  rw [(hasDerivAt_upperLevel hD (by norm_num)).deriv,
    (hasDerivAt_upperLevel hD (by norm_num)).deriv]
  ring

/-- The parallel g shift is `2L/√(L² + D²)`, strictly below both `2` and the perturbative
value `2L/D`. -/
theorem gShift_eq_and_bounds {L D : ℝ} (hL : 0 < L) (hD : 0 < D) :
    gShift L D = 2 * L / √(L ^ 2 + D ^ 2) ∧ gShift L D < 2 ∧ gShift L D < 2 * L / D := by
  have hLR : L < √(L ^ 2 + D ^ 2) := Real.lt_sqrt_of_sq_lt (by nlinarith [pow_pos hD 2])
  have hDR : D < √(L ^ 2 + D ^ 2) := Real.lt_sqrt_of_sq_lt (by nlinarith [pow_pos hL 2])
  refine ⟨gShift_eq L hD, ?_, ?_⟩
  · rw [gShift_eq L hD, div_lt_iff₀ (hL.trans hLR)]
    linarith
  · rw [gShift_eq L hD]
    exact div_lt_div_of_pos_left (by positivity) hD hDR

/-- The g shift falls short of the perturbative value `2L/D` by at most `L³/D³`. -/
theorem perturbative_error {L D : ℝ} (hL : 0 < L) (hD : 0 < D) :
    2 * L / D - L ^ 3 / D ^ 3 ≤ gShift L D := by
  rw [gShift_eq L hD]
  have hR : 0 < √(L ^ 2 + D ^ 2) := Real.sqrt_pos.mpr (by positivity)
  have hR2 : √(L ^ 2 + D ^ 2) ^ 2 = L ^ 2 + D ^ 2 := Real.sq_sqrt (by positivity)
  generalize √(L ^ 2 + D ^ 2) = R at hR hR2
  have key : (2 * D ^ 2 - L ^ 2) * R ≤ 2 * D ^ 3 := by
    rcases le_total 0 (2 * D ^ 2 - L ^ 2) with h | h
    · -- the arithmetic-geometric mean inequality for D and R
      have h1 : 2 * D * R ≤ 2 * D ^ 2 + L ^ 2 := by nlinarith [sq_nonneg (R - D)]
      have h2 : D * ((2 * D ^ 2 - L ^ 2) * R) ≤ D * (2 * D ^ 3) := by
        nlinarith [mul_le_mul_of_nonneg_left h1 h, sq_nonneg (L ^ 2)]
      exact le_of_mul_le_mul_left h2 hD
    · nlinarith [mul_nonneg (sub_nonneg.2 h) hR.le, pow_pos hD 3]
  rw [le_div_iff₀ hR]
  calc (2 * L / D - L ^ 3 / D ^ 3) * R = L / D ^ 3 * ((2 * D ^ 2 - L ^ 2) * R) := by
        field_simp
    _ ≤ L / D ^ 3 * (2 * D ^ 3) := mul_le_mul_of_nonneg_left key (by positivity)
    _ = 2 * L := by field_simp

/-- As the crystal-field splitting tends to zero from above, the g shift tends to `2`, while
the perturbative value `2L/D` diverges. -/
theorem degenerate_limit {L : ℝ} (hL : 0 < L) :
    Tendsto (fun D => gShift L D) (𝓝[>] 0) (𝓝 2) ∧
      Tendsto (fun D : ℝ => 2 * L / D) (𝓝[>] 0) atTop := by
  constructor
  · have h0 : √(L ^ 2 + (0 : ℝ) ^ 2) = L := by
      rw [zero_pow two_ne_zero, add_zero, Real.sqrt_sq hL.le]
    have hc : ContinuousAt (fun D : ℝ => 2 * L / √(L ^ 2 + D ^ 2)) 0 :=
      ContinuousAt.div continuousAt_const (by fun_prop) (by rw [h0]; exact hL.ne')
    have ht : Tendsto (fun D : ℝ => 2 * L / √(L ^ 2 + D ^ 2)) (𝓝 0) (𝓝 2) := by
      have h := hc.tendsto
      rwa [h0, mul_div_cancel_right₀ _ hL.ne'] at h
    refine (ht.mono_left nhdsWithin_le_nhds).congr' ?_
    filter_upwards [self_mem_nhdsWithin] with D hD
    exact (gShift_eq L hD).symm
  · have h : Tendsto (fun D : ℝ => 2 * L * D⁻¹) (𝓝[>] 0) atTop :=
      tendsto_inv_nhdsGT_zero.const_mul_atTop (by positivity)
    exact h.congr fun D => (div_eq_mul_inv _ _).symm

end

end SuperoxideGShift
```

```lean
#print axioms SuperoxideGShift.gShift_eq_and_bounds
-- 'SuperoxideGShift.gShift_eq_and_bounds' depends on axioms: [propext, Classical.choice, Quot.sound]
#print axioms SuperoxideGShift.perturbative_error
-- 'SuperoxideGShift.perturbative_error' depends on axioms: [propext, Classical.choice, Quot.sound]
#print axioms SuperoxideGShift.degenerate_limit
-- 'SuperoxideGShift.degenerate_limit' depends on axioms: [propext, Classical.choice, Quot.sound]
```

## One unpaired electron in two π* orbitals

Superoxide has three electrons in its two π* orbitals. These can be combined into states with orbital angular momentum +1 and −1 along the molecular axis, and in that basis the orbital angular momentum is the Pauli matrix σz. A crystal field that distinguishes the two real π* orbitals mixes the angular momentum states through σx. For an electron whose spin along the axis has sign s = ±1, with the magnetic field along the same axis, the orbital Hamiltonian is

H = (sL/2 + B) σz + (D/2) σx.

Here B is the orbital Zeeman energy, the Bohr magneton times the field. With L = B = 0 the orbitals are split by D; with D = B = 0 they are split by L.

Write e_s(B) for the upper eigenvalue of H. The unpaired electron occupies this level. The lower level is filled by one electron of each spin, and its contribution is the same whichever sign the unpaired spin has. The spin Zeeman energy, left out of H, separates the two spin signs by gₑB, where gₑ is the free-electron g value. The full separation is therefore gₑB + e₁(B) − e₋₁(B), and to first order in B the orbital motion adds

Δg = e₁'(0) − e₋₁'(0)

to gₑ. The file calls this quantity `gShift L D`.

## From the eigenvalues to the shift

Put a = sL/2 + B. Acting on a vector with components v₀ and v₁, the Hamiltonian gives

(a v₀ + (D/2) v₁, (D/2) v₀ − a v₁).

Acting twice multiplies every vector by a² + D²/4, so an eigenvalue E must satisfy

E² = (sL/2 + B)² + (D/2)².

Conversely, if E satisfies this equation, the vector (D/2, E − a) is an eigenvector. It is nonzero because D > 0. The first component of the eigenvalue equation holds identically, and the second reduces to the equation for E². The upper level is the positive root,

e_s(B) = √((sL/2 + B)² + (D/2)²).

Its derivative is (sL/2 + B)/e_s(B). At B = 0, since s² = 1, the energy is √(L² + D²)/2, and hence

e_s'(0) = (sL/2) / (√(L² + D²)/2) = sL/√(L² + D²).

Subtracting the slope for s = −1 from the slope for s = 1 gives

Δg = 2L/√(L² + D²).

Set R = √(L² + D²). Since L and D are both positive, R > L and R > D. The first inequality gives 2L/R < 2, and the second gives 2L/R < 2L/D.

## How far the perturbative value is off

The exact shift also has a lower bound:

2L/D − L³/D³ ≤ Δg.

Multiplying by the positive number R D³/L turns this into

(2D² − L²) R ≤ 2D³.

If 2D² ≤ L², the left side is not positive and there is nothing more to show. Otherwise, use 2DR ≤ D² + R² = 2D² + L², which follows from (R − D)² ≥ 0. Multiplying by 2D² − L² gives

2D (2D² − L²) R ≤ (2D² − L²)(2D² + L²) = 4D⁴ − L⁴ ≤ 4D⁴,

and division by 2D finishes the argument.

Relative to 2L/D, the shortfall is at most L²/(2D²). For D = 10L the perturbative value is 0.2, and the exact shift lies below it by no more than 0.001.

## The degenerate limit

At fixed L > 0, the expression 2L/√(L² + D²) is continuous at D = 0 and has the value 2 there, while 2L/D grows without bound as D → 0⁺. Physically, the crystal field no longer quenches the orbital angular momentum. At D = 0 the upper level for spin sign s is |sL/2 + B|, whose slope at zero field is s: the unpaired electron carries one full unit of orbital angular momentum, with opposite signs for the two spins. The difference of the slopes is 2, and no larger orbital contribution is available in this pair of states.

For g-tensor calculations this means that a treatment to first order in spin-orbit coupling overestimates the parallel shift when the two orbitals are nearly degenerate, at least within this non-interacting two-orbital model.

## What the Lean statements say

`ham L D s B` is the real 2×2 matrix H. The set `levels` contains the real numbers E for which some nonzero real vector satisfies the eigenvalue equation; real vectors suffice because H is real and symmetric. `upperLevel` is the supremum of that set, and `gShift` is the difference of two derivatives at B = 0. The closed formula is thus a theorem about the eigenvalue problem and is not built into the definition.

Lean's `sSup` and `deriv` return a number even when a set has no supremum or a function has no derivative, so the file proves that the greatest level is attained and that the derivative exists.

`gShift_eq` gives the formula for every real L and every D > 0. `gShift_eq_and_bounds` adds the two strict inequalities for L > 0, `perturbative_error` is the lower bound, and `degenerate_limit` contains both limits, with `𝓝[>] 0` expressing that D approaches zero through positive values. The perturbative value enters as the expression 2L/D; no perturbation series is derived.

The model keeps only the two π* orbitals and takes the field along the molecular axis. It leaves out other orbitals, electron repulsion, any reduction of the orbital moment by covalency, and the perpendicular components of the g tensor. L and D are given parameters.

## How the proof follows the calculation

`ham_mulVec` computes the action of H on a vector. In `mem_levels_iff`, the equations `k0` and `k1` are the two components of the statement that H acts twice as a number. If E² differed from that number, both components of the eigenvector would vanish, which contradicts its being nonzero. The reverse direction supplies the eigenvector (D/2, E − a) and checks its two components.

`isGreatest_levels` shows that the positive square root is a level and that every other level lies below it, since E ≤ |E| and |E| is bounded by the root. `hasDerivAt_upperLevel` uses this to replace the supremum by the square root for all B, then applies the chain rule. The hypothesis `s ^ 2 = 1` is used in `hroot`, where the zero-field energy becomes √(L² + D²)/2. `gShift_eq` inserts s = 1 and s = −1 and subtracts.

In `gShift_eq_and_bounds`, `hLR` and `hDR` are the comparisons R > L and R > D. In `perturbative_error`, the inequality `key` is (2D² − L²)R ≤ 2D³, proved by the same two cases as above, and the closing `calc` block restores the factor L/D³. `degenerate_limit` takes the first limit from continuity of the closed formula, which agrees with `gShift` for D > 0, and the second from the divergence of 1/D.
